# For a finite group and a unitary representation r, the sum of r(g)†Xs(g) over the group intertwines r and s

Let r and s be finite-dimensional complex matrix representations of a finite group, with r unitary, and let X be any matrix of the right shape, rectangular if the dimensions differ. The lemma `groupSum_intertwines` says that the sum S = Σ r(g)†Xs(g), not divided by the order of the group, satisfies r(h)S = Ss(h) for every group element h. Neither representation need be irreducible, and s need not be unitary. The attempt moves the outer matrices inside the sums, relabels the group elements by g ↦ gh⁻¹, and compares the sums term by term, using unitarity to replace r(g)† by r(g⁻¹).

The failing Lean file:

```lean
import Mathlib

open Matrix ComplexConjugate

namespace GreatOrthogonality

noncomputable section

variable {G n m : Type*} [Group G] [Fintype n] [DecidableEq n] [Fintype m] [DecidableEq m]

/-- A matrix representation is unitary when every group element acts by a unitary matrix. -/
def IsUnitaryRep (r : G →* Matrix n n ℂ) : Prop :=
  ∀ g, r g ∈ Matrix.unitaryGroup n ℂ

/-- The sum of `r(g)† X s(g)` over all elements of the group. -/
def groupSum [Fintype G] (r : G →* Matrix n n ℂ) (s : G →* Matrix m m ℂ)
    (X : Matrix n m ℂ) : Matrix n m ℂ :=
  ∑ g, (r g)ᴴ * X * s g

/-- In a unitary representation the adjoint of a matrix represents the inverse group element. -/
theorem adjoint_eq_inv {r : G →* Matrix n n ℂ} (hu : IsUnitaryRep r) (g : G) :
    (r g)ᴴ = r g⁻¹ := by
  have h1 : (r g)ᴴ * r g = 1 := Matrix.mem_unitaryGroup_iff'.1 (hu g)
  have h2 : r g * r g⁻¹ = 1 := by rw [← map_mul, mul_inv_cancel, map_one]
  calc (r g)ᴴ = (r g)ᴴ * (r g * r g⁻¹) := by rw [h2, Matrix.mul_one]
    _ = r g⁻¹ := by rw [← Matrix.mul_assoc, h1, Matrix.one_mul]

/-- If the first representation is unitary, the group sum of any matrix intertwines the two
representations. -/
theorem groupSum_intertwines [Fintype G] {r : G →* Matrix n n ℂ} (hu : IsUnitaryRep r)
    (s : G →* Matrix m m ℂ) (X : Matrix n m ℂ) (h : G) :
    r h * groupSum r s X = groupSum r s X * s h := by
  unfold groupSum
  rw [Matrix.mul_sum, Matrix.sum_mul]
  -- relabel the group elements by `g ↦ g h⁻¹`
  refine Fintype.sum_equiv (Equiv.mulRight h⁻¹) _ _ fun g => ?_
  have hs : s h⁻¹ * s h = 1 := by rw [← map_mul, inv_mul_cancel, map_one]
  simp only [Equiv.coe_mulRight]
  rw [adjoint_eq_inv hu g, adjoint_eq_inv hu (g * h⁻¹), mul_inv_rev, inv_inv,
    map_mul r, map_mul s]
  simp only [Matrix.mul_assoc, hs, Matrix.mul_one]

end

end GreatOrthogonality
```

Compiling this gives:

```
Main.lean:39:56: error: Ambiguous term
  mul_inv_rev
Possible interpretations:
  _root_.mul_inv_rev : ∀ (a b : ?m.137), (a * b)⁻¹ = b⁻¹ * a⁻¹
  
  Matrix.mul_inv_rev : ∀ (A B : Matrix ?m.137 ?m.137 ?m.138), (A * B)⁻¹ = B⁻¹ * A⁻¹
Main.lean:32:51: error: unsolved goals
G : Type u_1
n : Type u_2
m : Type u_3
inst✝⁵ : Group G
inst✝⁴ : Fintype n
inst✝³ : DecidableEq n
inst✝² : Fintype m
inst✝¹ : DecidableEq m
inst✝ : Fintype G
r : G →* Matrix n n ℂ
hu : IsUnitaryRep r
s : G →* Matrix m m ℂ
X : Matrix n m ℂ
h g : G
hs : s h⁻¹ * s h = 1
⊢ r h * (r g⁻¹ * X * s g) = r (g * h⁻¹)⁻¹ * X * s (g * h⁻¹) * s h
```

Diagnosis. The first error is a clash of names. The file has `open Matrix`, so the bare name `mul_inv_rev` can mean either the general theorem `_root_.mul_inv_rev` or `Matrix.mul_inv_rev`, which concerns inverses of matrices. Lean finds both readings possible and does not choose between them, though only the first fits the inverse here, which is of the group element `g * h⁻¹`.

The second error follows from the first. Its goal shows both adjoints already replaced, but `r (g * h⁻¹)⁻¹` not yet expanded: the `rw` got no further than the ambiguous name.

The diff writes `_root_.mul_inv_rev`, which settles the choice. The inverse then becomes `h⁻¹⁻¹ * g⁻¹`, `inv_inv` reduces it to `h * g⁻¹`, and the two `map_mul` rewrites split the representation matrices. The final `simp only` regroups the products and uses `hs` to cancel `s h⁻¹ * s h`, so the two sides agree.

Lean accepts the file once it reads:

```diff
@@ -37,5 +37,5 @@
   have hs : s h⁻¹ * s h = 1 := by rw [← map_mul, inv_mul_cancel, map_one]
   simp only [Equiv.coe_mulRight]
-  rw [adjoint_eq_inv hu g, adjoint_eq_inv hu (g * h⁻¹), mul_inv_rev, inv_inv,
+  rw [adjoint_eq_inv hu g, adjoint_eq_inv hu (g * h⁻¹), _root_.mul_inv_rev, inv_inv,
     map_mul r, map_mul s]
   simp only [Matrix.mul_assoc, hs, Matrix.mul_one]
```
